# Soft thresholding of singular values gives the unique minimizer of half the squared Frobenius distance to a real square matrix plus a nuclear-norm penalty

Let A be a real square matrix that is to be replaced by a nearby matrix X with smaller, and possibly fewer nonzero, singular values. Write ‖X‖ for the Frobenius norm and ‖X‖_* for the nuclear norm, the sum of the singular values. The quantity to minimize is

F(X) = ½‖X − A‖² + τ‖X‖_*.

The penalty strength τ ≥ 0 sets how much closeness to A is given up for smaller singular values. The results apply to a table of integrals or amplitudes once it is arranged as a finite, real, square matrix; a rectangular one can be padded with zeros. Plain truncation drops small singular values and leaves the others unchanged, whereas for τ > 0 the minimizer found here also lowers the ones that it keeps.

## Distances, singular values and the objective

In Lean 4 with Mathlib:

```lean
import Mathlib

open Matrix

namespace SingularValueThresholding

noncomputable section

variable {n : Type*} [Fintype n]
```

The letter `n` names a finite index set, not a number. `Matrix n n ℝ` is the type of real square matrices labelled by it.

```lean
/-- The squared Frobenius norm: the sum of the squares of all entries. -/
def frobSq (X : Matrix n n ℝ) : ℝ := ∑ i, ∑ j, X i j ^ 2
```

This is ‖X‖² = ∑ᵢⱼ Xᵢⱼ², without a square root.

```lean
/-- The Frobenius inner product: the sum of the products of corresponding entries. -/
def frobInner (X Y : Matrix n n ℝ) : ℝ := ∑ i, ∑ j, X i j * Y i j
```

This is the matching inner product, ⟨X, Y⟩ = ∑ᵢⱼ XᵢⱼYᵢⱼ.

```lean
/-- The Frobenius inner product of `X` and `Y` is the trace of `Xᵀ Y`. -/
theorem frobInner_eq_trace (X Y : Matrix n n ℝ) : frobInner X Y = trace (Xᵀ * Y) := by
  simp only [frobInner, trace, diag_apply, Matrix.mul_apply, transpose_apply]
  exact Finset.sum_comm
```

Since (XᵀY)ⱼⱼ = ∑ᵢ XᵢⱼYᵢⱼ, summing over j gives ⟨X, Y⟩ = tr(XᵀY).

```lean
/-- The squared length of a column of `M` is a diagonal entry of the Gram matrix `Mᵀ M`. -/
theorem sum_col_sq (M : Matrix n n ℝ) (i : n) : ∑ k, M k i ^ 2 = (Mᵀ * M) i i := by
  simp only [Matrix.mul_apply, transpose_apply, sq]
```

Likewise, column i of M has squared length (MᵀM)ᵢᵢ.

```lean
/-- The Gram matrix `Xᵀ X` of a real matrix is symmetric. -/
theorem gram_isHermitian (X : Matrix n n ℝ) : (Xᵀ * X).IsHermitian := by
  rw [IsHermitian, conjTranspose_eq_transpose_of_trivial, transpose_mul, transpose_transpose]
```

XᵀX equals its own transpose, so it has real eigenvalues and orthonormal eigenvectors.

```lean
variable [DecidableEq n]

/-- The singular values of `X`: square roots of the eigenvalues of `Xᵀ X`. -/
def singularValue (X : Matrix n n ℝ) (i : n) : ℝ := √((gram_isHermitian X).eigenvalues i)
```

The singular values are μᵢ = √λᵢ, with λᵢ the eigenvalues of XᵀX. Mathlib's `eigenvalues` takes the proof of symmetry as its input, which is why that proof came first.

```lean
/-- The nuclear norm: the sum of the singular values. -/
def nuclearNorm (X : Matrix n n ℝ) : ℝ := ∑ i, singularValue X i
```

This is ‖X‖_* = ∑ᵢ μᵢ.

```lean
/-- The matrix `U diag(s) Vᵀ`. -/
def svd (U : Matrix n n ℝ) (s : n → ℝ) (V : Matrix n n ℝ) : Matrix n n ℝ :=
  U * diagonal s * Vᵀ
```

Despite its name, `svd` computes no decomposition: it multiplies given factors. Orthogonality and signs are stated separately in each theorem.

```lean
/-- Soft thresholding of a list of numbers: lower each by `τ` and cut off at zero. -/
def shrink (τ : ℝ) (s : n → ℝ) : n → ℝ := fun i => max (s i - τ) 0
```

Each sᵢ becomes max(sᵢ − τ, 0).

```lean
/-- Half the squared Frobenius distance to `A` plus `τ` times the nuclear norm. -/
def objective (A : Matrix n n ℝ) (τ : ℝ) (X : Matrix n n ℝ) : ℝ :=
  frobSq (X - A) / 2 + τ * nuclearNorm X
```

This is F(X), with A and τ as explicit arguments.

## The nuclear norm read off from the factors

```lean
/-- Every real square matrix has an orthogonal matrix of right singular vectors, which
diagonalizes `Xᵀ X` with the squared singular values on the diagonal. -/
theorem exists_right_singular_vectors (X : Matrix n n ℝ) : ∃ E : Matrix n n ℝ,
    Eᵀ * E = 1 ∧ Xᵀ * X * E = E * diagonal (fun i => singularValue X i ^ 2) := by
  have hp : (Xᵀ * X).PosSemidef := by
    have h := posSemidef_conjTranspose_mul_self X
    rwa [conjTranspose_eq_transpose_of_trivial] at h
  have hH := gram_isHermitian X
  refine ⟨(hH.eigenvectorUnitary : Matrix n n ℝ), ?_, ?_⟩
  · have h := mem_unitaryGroup_iff'.mp hH.eigenvectorUnitary.2
    rwa [star_eq_conjTranspose, conjTranspose_eq_transpose_of_trivial] at h
  · ext i j
    have h := congrFun (hH.mulVec_eigenvectorBasis j) i
    have hs : singularValue X j ^ 2 = hH.eigenvalues j :=
      Real.sq_sqrt (hp.eigenvalues_nonneg j)
    rw [mul_diagonal, hs, mul_comm _ (hH.eigenvalues j)]
    exact h
```

There is an orthogonal E with XᵀXE = E diag(μ²). Its columns are the eigenvectors supplied by Mathlib's `eigenvectorUnitary`. The eigenvalues are nonnegative because vᵀXᵀXv = |Xv|², so squaring μᵢ recovers λᵢ.

```lean
/-- For orthogonal `U`, the left factors cancel in the product of `(U diag(w) Vᵀ)ᵀ` with
`U diag(s) Vᵀ`. -/
theorem svd_gram {U : Matrix n n ℝ} (hU : Uᵀ * U = 1) (V : Matrix n n ℝ) (w s : n → ℝ) :
    (svd U w V)ᵀ * svd U s V = V * (diagonal w * diagonal s) * Vᵀ := by
  calc (svd U w V)ᵀ * svd U s V = V * (diagonal w * ((Uᵀ * U) * (diagonal s * Vᵀ))) := by
        simp only [svd, transpose_mul, transpose_transpose, diagonal_transpose,
          Matrix.mul_assoc]
    _ = _ := by rw [hU, Matrix.one_mul]; simp only [Matrix.mul_assoc]
```

The factor UᵀU = 1 disappears from the middle, leaving V diag(w) diag(s) Vᵀ.

```lean
/-- For orthogonal `U`, `V` and nonnegative `s`, the nuclear norm of `U diag(s) Vᵀ` is the
sum of the `s i`. -/
theorem nuclearNorm_svd {U V : Matrix n n ℝ} (hU : Uᵀ * U = 1) (hV : Vᵀ * V = 1)
    {s : n → ℝ} (hs : ∀ i, 0 ≤ s i) : nuclearNorm (svd U s V) = ∑ i, s i := by
  obtain ⟨E, hE, hX⟩ := exists_right_singular_vectors (svd U s V)
  rw [svd_gram hU] at hX
  -- `O` holds the overlaps between the two sets of right singular vectors
  obtain ⟨O, hO⟩ : ∃ O, O = Vᵀ * E := ⟨_, rfl⟩
  have hOO : Oᵀ * O = 1 := by
    rw [hO, transpose_mul, transpose_transpose, Matrix.mul_assoc, ← Matrix.mul_assoc V,
      _root_.mul_eq_one_comm.mp hV, Matrix.one_mul, hE]
  have hcol : ∀ i, ∑ j, O j i ^ 2 = 1 := fun i => by rw [sum_col_sq, hOO, one_apply_eq]
  have hrow : ∀ j, ∑ i, O j i ^ 2 = 1 := fun j => by
    have h := sum_col_sq Oᵀ j
    rw [transpose_transpose, _root_.mul_eq_one_comm.mp hOO, one_apply_eq] at h
    exact h
  have key : diagonal s * diagonal s * O
      = O * diagonal (fun i => singularValue (svd U s V) i ^ 2) := by
    rw [hO]
    calc _ = (Vᵀ * V) * (diagonal s * diagonal s * (Vᵀ * E)) := by rw [hV, Matrix.one_mul]
      _ = Vᵀ * (V * (diagonal s * diagonal s) * Vᵀ * E) := by simp only [Matrix.mul_assoc]
      _ = _ := by rw [hX, Matrix.mul_assoc]
  -- a nonzero overlap forces equal singular values
  have hpt : ∀ i j, O j i ^ 2 * singularValue (svd U s V) i = s j * O j i ^ 2 := by
    intro i j
    have h := congrFun (congrFun key j) i
    rw [Matrix.mul_assoc, diagonal_mul, diagonal_mul, mul_diagonal] at h
    rcases eq_or_ne (O j i) 0 with h0 | h0
    · rw [h0]; ring
    · have h2 : s j ^ 2 = singularValue (svd U s V) i ^ 2 :=
        mul_right_cancel₀ h0 (by linear_combination h)
      have h3 : s j = singularValue (svd U s V) i :=
        (sq_eq_sq₀ (hs j) (Real.sqrt_nonneg _)).mp h2
      rw [h3, mul_comm]
  rw [nuclearNorm]
  calc _ = ∑ i, ∑ j, O j i ^ 2 * singularValue (svd U s V) i :=
        Finset.sum_congr rfl fun i _ => by rw [← Finset.sum_mul, hcol, one_mul]
    _ = ∑ j, ∑ i, s j * O j i ^ 2 := by
        rw [Finset.sum_comm]
        exact Finset.sum_congr rfl fun j _ => Finset.sum_congr rfl fun i _ => hpt i j
    _ = _ := Finset.sum_congr rfl fun j _ => by rw [← Finset.mul_sum, hrow, mul_one]
```

Let X = U diag(s) Vᵀ and O = VᵀE. Then O is orthogonal, and multiplying the eigenvalue equation by Vᵀ gives

sⱼ² Oⱼᵢ = Oⱼᵢ μᵢ².

Where Oⱼᵢ ≠ 0, nonnegativity gives sⱼ = μᵢ. Hence Oⱼᵢ²μᵢ = sⱼOⱼᵢ² in every case (`hpt`). Rows and columns of O have unit length, so

∑ᵢ μᵢ = ∑ᵢⱼ Oⱼᵢ²μᵢ = ∑ᵢⱼ sⱼOⱼᵢ² = ∑ⱼ sⱼ.

This deals with a feature of `eigenvalues`: it returns the values in Mathlib's own labelling, which need not match that of s. The overlaps compare the two lists without sorting them or treating degeneracies separately.

## A bound on the inner product

```lean
/-- Duality bound: for orthogonal `U`, `V` and coefficients `w` of size at most `c`, the
Frobenius inner product of `U diag(w) Vᵀ` with `X` is at most `c` times the nuclear norm. -/
theorem frobInner_svd_le {U V : Matrix n n ℝ} (hU : Uᵀ * U = 1) (hV : Vᵀ * V = 1)
    {w : n → ℝ} {c : ℝ} (hc : 0 ≤ c) (hw : ∀ i, |w i| ≤ c) (X : Matrix n n ℝ) :
    frobInner (svd U w V) X ≤ c * nuclearNorm X := by
  obtain ⟨E, hE, hX⟩ := exists_right_singular_vectors X
  -- rotate both matrices to the right singular vectors of `X`
  have hrot : frobInner (svd U w V) X = ∑ i, ∑ k, (svd U w V * E) k i * (X * E) k i := by
    have h : frobInner (svd U w V) X = frobInner (svd U w V * E) (X * E) := by
      rw [frobInner_eq_trace, frobInner_eq_trace, transpose_mul, Matrix.mul_assoc,
        trace_mul_comm Eᵀ _, Matrix.mul_assoc, Matrix.mul_assoc,
        _root_.mul_eq_one_comm.mp hE, Matrix.mul_one]
    rw [h]
    exact Finset.sum_comm
  have hcolX : ∀ i, ∑ k, (X * E) k i ^ 2 = singularValue X i ^ 2 := fun i => by
    rw [sum_col_sq, transpose_mul, Matrix.mul_assoc, ← Matrix.mul_assoc Xᵀ, hX,
      ← Matrix.mul_assoc, hE, Matrix.one_mul, diagonal_apply_eq]
  have hcolW : ∀ i, ∑ k, (svd U w V * E) k i ^ 2 ≤ c ^ 2 := by
    intro i
    have e : (svd U w V * E)ᵀ * (svd U w V * E)
        = (diagonal w * (Vᵀ * E))ᵀ * (diagonal w * (Vᵀ * E)) := by
      calc _ = Eᵀ * ((svd U w V)ᵀ * svd U w V) * E := by
            simp only [transpose_mul, Matrix.mul_assoc]
        _ = _ := by
            rw [svd_gram hU]
            simp only [transpose_mul, transpose_transpose, diagonal_transpose,
              Matrix.mul_assoc]
    have o : ∑ k, (Vᵀ * E) k i ^ 2 = 1 := by
      rw [sum_col_sq, transpose_mul, transpose_transpose, Matrix.mul_assoc,
        ← Matrix.mul_assoc V, _root_.mul_eq_one_comm.mp hV, Matrix.one_mul, hE, one_apply_eq]
    rw [sum_col_sq, e, ← sum_col_sq]
    calc _ ≤ ∑ k, c ^ 2 * (Vᵀ * E) k i ^ 2 := by
          refine Finset.sum_le_sum fun k _ => ?_
          rw [diagonal_mul, mul_pow]
          exact mul_le_mul_of_nonneg_right
            (sq_le_sq.mpr (by rw [abs_of_nonneg hc]; exact hw k)) (sq_nonneg _)
      _ = c ^ 2 := by rw [← Finset.mul_sum, o, mul_one]
  -- Cauchy-Schwarz in each column
  rw [hrot, nuclearNorm, Finset.mul_sum]
  refine Finset.sum_le_sum fun i _ => ?_
  refine le_of_abs_le (abs_le_of_sq_le_sq ?_ (mul_nonneg hc (Real.sqrt_nonneg _)))
  calc _ ≤ (∑ k, (svd U w V * E) k i ^ 2) * ∑ k, (X * E) k i ^ 2 :=
        Finset.sum_mul_sq_le_sq_mul_sq _ _ _
    _ ≤ c ^ 2 * singularValue X i ^ 2 := by
        rw [hcolX]; exact mul_le_mul_of_nonneg_right (hcolW i) (sq_nonneg _)
    _ = _ := by rw [mul_pow]
```

Let W = U diag(w) Vᵀ with |wₖ| ≤ c. Rotating by E preserves the inner product:

⟨W, X⟩ = ⟨WE, XE⟩.

Column i of XE has squared length (EᵀXᵀXE)ᵢᵢ = μᵢ². Column i of WE has squared length ∑ₖ wₖ²(VᵀE)ₖᵢ² ≤ c². Cauchy-Schwarz bounds each column's contribution by cμᵢ, and the sum is c‖X‖_*.

## The minimum and its stability

```lean
/-- For orthogonal `U`, `V`, nonnegative `σ` and `τ ≥ 0`, the objective at any `X` exceeds its
value at the soft-thresholded matrix by at least half their squared Frobenius distance. -/
theorem objective_gap {U V : Matrix n n ℝ} (hU : Uᵀ * U = 1) (hV : Vᵀ * V = 1)
    {σ : n → ℝ} (hσ : ∀ i, 0 ≤ σ i) {τ : ℝ} (hτ : 0 ≤ τ) (X : Matrix n n ℝ) :
    objective (svd U σ V) τ (svd U (shrink τ σ) V) + frobSq (X - svd U (shrink τ σ) V) / 2
      ≤ objective (svd U σ V) τ X := by
  have hdiff : svd U σ V - svd U (shrink τ σ) V
      = svd U (fun i => σ i - shrink τ σ i) V := by
    simp only [svd]
    rw [← Matrix.sub_mul, ← Matrix.mul_sub, diagonal_sub]
  have hw : ∀ i, |σ i - shrink τ σ i| ≤ τ := by
    intro i
    have h0 := hσ i
    simp only [shrink]
    rcases le_total (σ i - τ) 0 with h | h
    · rw [max_eq_right h, abs_le]; constructor <;> linarith
    · rw [max_eq_left h, abs_le]; constructor <;> linarith
  have hnn : ∀ i, 0 ≤ shrink τ σ i := fun i => le_max_right _ _
  have h1 := frobInner_svd_le hU hV hτ hw X
  -- the duality bound is attained at the thresholded matrix
  have h2 : frobInner (svd U (fun i => σ i - shrink τ σ i) V) (svd U (shrink τ σ) V)
      = τ * nuclearNorm (svd U (shrink τ σ) V) := by
    rw [frobInner_eq_trace, svd_gram hU, trace_mul_comm, ← Matrix.mul_assoc, hV,
      Matrix.one_mul, diagonal_mul_diagonal, trace_diagonal,
      nuclearNorm_svd hU hV hnn, Finset.mul_sum]
    refine Finset.sum_congr rfl fun i _ => ?_
    simp only [shrink]
    rcases le_total (σ i - τ) 0 with h | h
    · rw [max_eq_right h]; ring
    · rw [max_eq_left h]; ring
  have pol : ∀ A Y : Matrix n n ℝ, frobSq (X - A) = frobSq (X - Y) + frobSq (Y - A)
      - 2 * frobInner (A - Y) X + 2 * frobInner (A - Y) Y := by
    intro A Y
    simp only [frobSq, frobInner, Finset.mul_sum, ← Finset.sum_add_distrib,
      ← Finset.sum_sub_distrib, Matrix.sub_apply]
    exact Finset.sum_congr rfl fun i _ => Finset.sum_congr rfl fun j _ => by ring
  have h3 := pol (svd U σ V) (svd U (shrink τ σ) V)
  rw [hdiff] at h3
  unfold objective
  linarith
```

Let A = U diag(σ) Vᵀ, let X* be the thresholded matrix, and let R = A − X*. The coefficients of R are rᵢ = min(σᵢ, τ), so ⟨R, X⟩ ≤ τ‖X‖_*. Where max(σᵢ − τ, 0) is nonzero, rᵢ = τ. Therefore

⟨R, X*⟩ = ∑ᵢ rᵢ max(σᵢ − τ, 0) = τ‖X*‖_*.

Expanding the square (`pol`) gives

‖X − A‖² = ‖X − X*‖² + ‖X* − A‖² − 2⟨R, X⟩ + 2⟨R, X*⟩.

Halve this, add τ‖X‖_*, and insert the two facts about R:

F(X) ≥ F(X*) + ½‖X − X*‖².

`linarith` performs this last combination.

```lean
/-- Singular value soft thresholding: for `A = U diag(σ) Vᵀ` with `U`, `V` orthogonal, `σ`
nonnegative and `τ ≥ 0`, the matrix `U diag(max(σ - τ, 0)) Vᵀ` is the unique minimizer of half
the squared Frobenius distance to `A` plus `τ` times the nuclear norm. -/
theorem softThreshold_unique_minimizer {U V : Matrix n n ℝ} (hU : Uᵀ * U = 1)
    (hV : Vᵀ * V = 1) {σ : n → ℝ} (hσ : ∀ i, 0 ≤ σ i) {τ : ℝ} (hτ : 0 ≤ τ)
    (X : Matrix n n ℝ) (hX : X ≠ svd U (shrink τ σ) V) :
    objective (svd U σ V) τ (svd U (shrink τ σ) V) < objective (svd U σ V) τ X := by
  have hgap := objective_gap hU hV hσ hτ X
  obtain ⟨Y, hY⟩ : ∃ Y, Y = svd U (shrink τ σ) V := ⟨_, rfl⟩
  rw [← hY] at hX hgap ⊢
  -- two different matrices differ in some entry
  obtain ⟨i, j, hij⟩ : ∃ i j, X i j ≠ Y i j := by
    by_contra! h
    exact hX (Matrix.ext h)
  have hpos : 0 < (X - Y) i j ^ 2 :=
    lt_of_le_of_ne (sq_nonneg _) (Ne.symm (pow_ne_zero 2 (sub_ne_zero.mpr hij)))
  have hle : (X - Y) i j ^ 2 ≤ frobSq (X - Y) :=
    (Finset.single_le_sum (f := fun j => (X - Y) i j ^ 2)
      (fun _ _ => sq_nonneg _) (Finset.mem_univ j)).trans
    (Finset.single_le_sum (f := fun i => ∑ j, (X - Y) i j ^ 2)
      (fun _ _ => Finset.sum_nonneg fun _ _ => sq_nonneg _) (Finset.mem_univ i))
  linarith
```

If X ≠ X*, some entry differs, so ‖X − X*‖² > 0 and F(X*) < F(X). The theorem takes exact factors of A as given. Every real square matrix has such factors, its singular value decomposition; this standard fact is not proved here. Factors computed in floating point are orthogonal and reproduce A only up to rounding, which needs a separate error estimate.

```lean
/-- Stability: for two matrices given by orthogonal factors and nonnegative singular values,
soft thresholding with the same `τ ≥ 0` does not increase their Frobenius distance. -/
theorem softThreshold_nonexpansive {U V P Q : Matrix n n ℝ} (hU : Uᵀ * U = 1)
    (hV : Vᵀ * V = 1) (hP : Pᵀ * P = 1) (hQ : Qᵀ * Q = 1) {σ ρ : n → ℝ}
    (hσ : ∀ i, 0 ≤ σ i) (hρ : ∀ i, 0 ≤ ρ i) {τ : ℝ} (hτ : 0 ≤ τ) :
    frobSq (svd U (shrink τ σ) V - svd P (shrink τ ρ) Q)
      ≤ frobSq (svd U σ V - svd P ρ Q) := by
  -- compare each minimizer with the other one in its own objective
  have g1 := objective_gap hU hV hσ hτ (svd P (shrink τ ρ) Q)
  have g2 := objective_gap hP hQ hρ hτ (svd U (shrink τ σ) V)
  have hsymm : ∀ X Y : Matrix n n ℝ, frobSq (Y - X) = frobSq (X - Y) := by
    intro X Y
    simp only [frobSq, Matrix.sub_apply]
    exact Finset.sum_congr rfl fun i _ => Finset.sum_congr rfl fun j _ => by ring
  have quad : ∀ A B X Y : Matrix n n ℝ, frobSq (Y - A) + frobSq (X - B)
      ≤ frobSq (X - A) + frobSq (Y - B) + frobSq (A - B) + frobSq (X - Y) := by
    intro A B X Y
    simp only [frobSq, ← Finset.sum_add_distrib, Matrix.sub_apply]
    refine Finset.sum_le_sum fun i _ => Finset.sum_le_sum fun j _ => ?_
    nlinarith [sq_nonneg ((A i j - B i j) - (X i j - Y i j))]
  have h := quad (svd U σ V) (svd P ρ Q) (svd U (shrink τ σ) V) (svd P (shrink τ ρ) Q)
  rw [hsymm (svd U (shrink τ σ) V) (svd P (shrink τ ρ) Q)] at g1
  unfold objective at g1 g2
  linarith

end

end SingularValueThresholding
```

Let B = P diag(ρ) Qᵀ have thresholded matrix Y*. Apply the gap bound for A at Y* and for B at X*, then add. The nuclear norms cancel:

‖X* − A‖² + ‖Y* − B‖² + 2‖X* − Y*‖² ≤ ‖Y* − A‖² + ‖X* − B‖².

Expanding ‖(A − B) − (X* − Y*)‖² ≥ 0 gives `quad`:

‖Y* − A‖² + ‖X* − B‖² ≤ ‖X* − A‖² + ‖Y* − B‖² + ‖A − B‖² + ‖X* − Y*‖².

Together they yield ‖X* − Y*‖² ≤ ‖A − B‖²: measured in the Frobenius norm, thresholding does not enlarge a perturbation of the input. The relative error can still grow, because thresholding also makes the matrix itself smaller: for 1 × 1 matrices and τ = 1, the inputs 2 and 2.2 differ by 10%, the outputs 1 and 1.2 by 20%.

A neighbouring result, argued here in prose alone, concerns the residual: R is the matrix closest to A among those with all singular values at most τ. For any such C, the inner-product bound gives ⟨C, X*⟩ ≤ τ‖X*‖_* = ⟨R, X*⟩. Since X* = A − R, this says ⟨C − R, A − R⟩ ≤ 0, and expanding ‖C − A‖² gives ‖C − A‖² ≥ ‖R − A‖² + ‖C − R‖².

```lean
#print axioms SingularValueThresholding.softThreshold_unique_minimizer
#print axioms SingularValueThresholding.softThreshold_nonexpansive
```

```
'SingularValueThresholding.softThreshold_unique_minimizer' depends on axioms: [propext, Classical.choice, Quot.sound]
'SingularValueThresholding.softThreshold_nonexpansive' depends on axioms: [propext, Classical.choice, Quot.sound]
```
